# In the singlet of two fragments with spin n/2, no localised-orbital determinant weighs more than 1/(n+1)

## Spin strings and operators

Fragments A and B each have $n$ localised orbitals, with one electron in each orbital. A determinant is then fixed by the set $s$ of down spins in A and the set $t$ of down spins in B. A state is a real amplitude $\psi(s,t)$, and the weight of a determinant is $\psi(s,t)^2$. Spins are in units of $\hbar$.

For one fragment with amplitude $f(s)$,

$$(S_+f)(s)=\sum_{i\notin s}f(s\cup\{i\}),\qquad (S_-f)(s)=\sum_{i\in s}f(s\setminus\{i\}),\qquad (S_zf)(s)=\left(\tfrac n2-|s|\right)f(s).$$

The amplitude of $s$ after raising comes from strings with one more down spin. The spin orbitals in each determinant are ordered by spatial orbital. No fermionic signs appear then, since a spin flip leaves this order unchanged. The total operators are sums over A and B, and in both cases $S^2=S_-S_++S_z^2+S_z$.

The state studied here has, with $k=|s|$,

$$\psi(s,t)=\frac{(-1)^k}{\sqrt{n+1}\,\binom nk}\quad\text{if } |s|+|t|=n,\qquad \psi(s,t)=0\ \text{otherwise}.$$

## Two high-spin fragments coupled to a singlet

The Clebsch-Gordan coefficients that couple two spins $n/2$ to zero are $(-1)^k/\sqrt{n+1}$. A normalised fragment state of spin $n/2$ with $k$ down spins spreads evenly over $\binom nk$ strings. The two fragments together therefore contribute a factor $1/\binom nk$, which gives the amplitude above.

This describes a molecule pulled apart into two high-spin fragments while the total spin stays zero. In this spin-only model with fixed localised orbitals, a single-determinant reference has squared overlap at most $1/(n+1)$ with the state, which is the sense in which dissociation is multireference here.

## What the theorems say

`State n` is the type of real functions of two sets of type `Finset (Fin n)`, and `singletState n` is $\psi$. The theorem `singlet_is_multireference` holds for every natural number $n$ and has five parts:

- `totalSpinSq (singletState n) = 0`: the total $S^2$ annihilates $\psi$.
- The weights sum to one.
- Exactly $\binom{2n}{n}$ determinants have a nonzero amplitude.
- Every weight is at most $1/(n+1)$.
- The determinant `∅ univ`, with A all up and B all down, has exactly this weight.

Two further theorems complete the picture. `fragments_high_spin` gives each fragment's $S^2$ the eigenvalue $\frac n2(\frac n2+1)$, and `selected_weight_le` bounds the total weight of any finite selection `D` of determinants by $|D|/(n+1)$.

For $n=0$ there is one empty determinant of weight one, so the multireference reading starts at $n=1$, with two determinants of weight $1/2$.

The model contains no Hamiltonian: that a given molecule dissociates into this state is a physical assumption. The determinants are also tied to one set of localised orbitals and one spin axis, and the bound says nothing about determinants in rotated orbitals.

## The total spin vanishes

$(S_+\psi)(s,t)$ can be nonzero only if $|s|+|t|=n-1$. Let $k=|s|$. Then A has $n-k$ up spins and B has $n-|t|=k+1$, so

$$(S_+\psi)(s,t)=\frac{(-1)^k}{\sqrt{n+1}}\left[\frac{k+1}{\binom nk}-\frac{n-k}{\binom n{k+1}}\right]=0,$$

because $(k+1)\binom n{k+1}=(n-k)\binom nk$. Furthermore,

$$(S_z\psi)(s,t)=(n-|s|-|t|)\,\psi(s,t)=0,$$

since one of the two factors always vanishes. Hence $S^2\psi=0$.

## Each fragment has spin n/2

With the string of the other fragment held fixed, $\psi$ depends only on the number $m$ of down spins in the fragment considered. Let $g(m)$ be such an amplitude. Removing one down spin leaves $n-m+1$ up spins, and raising then gives $(n-m+1)g(m)$. There are $m$ spins to remove, so $S_-S_+$ multiplies $g(m)$ by $m(n-m+1)$. Adding $S_z^2+S_z$ gives

$$m(n-m+1)+\left(\tfrac n2-m\right)\left(\tfrac n2-m+1\right)=\tfrac n2\left(\tfrac n2+1\right).$$

## Counting determinants and weights

For each $k$ from $0$ to $n$ there are $\binom nk$ strings in A and $\binom n{n-k}=\binom nk$ in B. Each pair has weight $1/\big((n+1)\binom nk^2\big)$, so every $k$ contributes $1/(n+1)$, and the $n+1$ values add up to one. The number of nonzero amplitudes is $\sum_k\binom nk^2=\binom{2n}n$ by Vandermonde's identity.

Since $\binom nk\ge1$, no weight exceeds $1/(n+1)$, and $k=0$ attains it. Adding the bound over $M$ determinants gives at most $M/(n+1)$.

## The Lean file

```lean
import Mathlib

open Finset

namespace DissociationSinglet

noncomputable section

/-- Real amplitudes of a state of two fragments with `n` spins 1/2 each; a determinant is
labelled by the set of down spins in A and the set of down spins in B. -/
abbrev State (n : ℕ) := Finset (Fin n) → Finset (Fin n) → ℝ

variable {n : ℕ}

/-- The raising operator S₊ of one fragment, acting on amplitudes. -/
def raising (f : Finset (Fin n) → ℝ) (s : Finset (Fin n)) : ℝ :=
  ∑ i ∈ sᶜ, f (insert i s)

/-- The lowering operator S₋ of one fragment, acting on amplitudes. -/
def lowering (f : Finset (Fin n) → ℝ) (s : Finset (Fin n)) : ℝ :=
  ∑ i ∈ s, f (s.erase i)

/-- The operator S_z of one fragment, in units of ħ. -/
def spinZ (f : Finset (Fin n) → ℝ) (s : Finset (Fin n)) : ℝ :=
  ((n : ℝ) / 2 - s.card) * f s

/-- The squared spin S² = S₋S₊ + S_z² + S_z of one fragment. -/
def spinSq (f : Finset (Fin n) → ℝ) (s : Finset (Fin n)) : ℝ :=
  lowering (raising f) s + spinZ (spinZ f) s + spinZ f s

/-- The total raising operator, the sum of those of A and B. -/
def totalRaising (ψ : State n) : State n := fun s t =>
  raising (fun u => ψ u t) s + raising (ψ s) t

/-- The total lowering operator, the sum of those of A and B. -/
def totalLowering (ψ : State n) : State n := fun s t =>
  lowering (fun u => ψ u t) s + lowering (ψ s) t

/-- The total S_z, the sum of those of A and B. -/
def totalSpinZ (ψ : State n) : State n := fun s t =>
  spinZ (fun u => ψ u t) s + spinZ (ψ s) t

/-- The total squared spin S² = S₋S₊ + S_z² + S_z of both fragments together. -/
def totalSpinSq (ψ : State n) : State n := fun s t =>
  totalLowering (totalRaising ψ) s t + totalSpinZ (totalSpinZ ψ) s t + totalSpinZ ψ s t

/-- The state with amplitude (-1)^k / (√(n+1) C(n,k)) on determinants with `k` down spins in A
and `n - k` in B, and zero on all others. -/
def singletState (n : ℕ) : State n := fun s t =>
  if s.card + t.card = n then
    (-1) ^ s.card / (√((n : ℝ) + 1) * (n.choose s.card : ℝ)) else 0

/-- The total raising operator annihilates the state. -/
theorem totalRaising_singletState : totalRaising (singletState n) = 0 := by
  funext s t
  change totalRaising (singletState n) s t = 0
  have hA : ∀ i ∈ sᶜ, singletState n (insert i s) t =
      if s.card + 1 + t.card = n then
        (-1) ^ (s.card + 1) / (√((n : ℝ) + 1) * (n.choose (s.card + 1) : ℝ)) else 0 := by
    intro i hi
    simp only [singletState, card_insert_of_notMem (mem_compl.mp hi)]
  have hB : ∀ i ∈ tᶜ, singletState n s (insert i t) =
      if s.card + (t.card + 1) = n then
        (-1) ^ s.card / (√((n : ℝ) + 1) * (n.choose s.card : ℝ)) else 0 := by
    intro i hi
    simp only [singletState, card_insert_of_notMem (mem_compl.mp hi)]
  simp only [totalRaising, raising]
  rw [sum_congr rfl hA, sum_congr rfl hB]
  simp only [sum_const, card_compl, Fintype.card_fin, nsmul_eq_mul]
  by_cases h : s.card + 1 + t.card = n
  · have h' : s.card + (t.card + 1) = n := by omega
    have e : n - t.card = s.card + 1 := by omega
    rw [if_pos h, if_pos h', e]
    have h0 : (n.choose s.card : ℝ) ≠ 0 :=
      Nat.cast_ne_zero.mpr (Nat.choose_pos (by omega)).ne'
    have h1 : (n.choose (s.card + 1) : ℝ) ≠ 0 :=
      Nat.cast_ne_zero.mpr (Nat.choose_pos (by omega)).ne'
    -- neighbouring binomials make the two fragments cancel
    have key : (n - s.card) * n.choose s.card = (s.card + 1) * n.choose (s.card + 1) :=
      (mul_comm _ _).trans ((Nat.choose_succ_right_eq n s.card).symm.trans (mul_comm _ _))
    have hq : ((n - s.card : ℕ) : ℝ) / (n.choose (s.card + 1) : ℝ) =
        ((s.card + 1 : ℕ) : ℝ) / (n.choose s.card : ℝ) := by
      rw [div_eq_div_iff h1 h0]
      exact_mod_cast key
    linear_combination (-((-1) ^ s.card / √((n : ℝ) + 1))) * hq
  · have h' : ¬ s.card + (t.card + 1) = n := by omega
    rw [if_neg h, if_neg h', mul_zero, mul_zero, add_zero]

/-- The state has total S_z equal to zero. -/
theorem totalSpinZ_singletState : totalSpinZ (singletState n) = 0 := by
  funext s t
  change ((n : ℝ) / 2 - s.card) * singletState n s t +
    ((n : ℝ) / 2 - t.card) * singletState n s t = 0
  by_cases h : s.card + t.card = n
  · have hc : (s.card : ℝ) + t.card = n := by exact_mod_cast h
    linear_combination (-(singletState n s t)) * hc
  · have h0 : singletState n s t = 0 := by rw [singletState, if_neg h]
    rw [h0, mul_zero, mul_zero, add_zero]

/-- Each fragment has the definite spin n/2: the state is an eigenfunction of the squared spin
of A and of that of B, with eigenvalue (n/2)(n/2 + 1). -/
theorem fragments_high_spin (s t : Finset (Fin n)) :
    spinSq (fun u => singletState n u t) s = (n : ℝ) / 2 * (n / 2 + 1) * singletState n s t ∧
    spinSq (singletState n s) t = (n : ℝ) / 2 * (n / 2 + 1) * singletState n s t := by
  -- amplitudes that depend only on the number of down spins have maximal spin
  have key : ∀ (g : ℕ → ℝ) (s : Finset (Fin n)),
      spinSq (fun u => g u.card) s = (n : ℝ) / 2 * (n / 2 + 1) * g s.card := by
    intro g s
    have hr : ∀ i ∈ s, raising (fun u : Finset (Fin n) => g u.card) (s.erase i) =
        ((n : ℝ) - s.card + 1) * g s.card := by
      intro i hi
      have hc : (s.erase i).card + 1 = s.card := card_erase_add_one hi
      have hn : s.card ≤ n := (card_le_univ s).trans_eq (Fintype.card_fin n)
      have hj : ∀ j ∈ (s.erase i)ᶜ, g (insert j (s.erase i)).card = g s.card := by
        intro j hj
        rw [card_insert_of_notMem (mem_compl.mp hj), hc]
      have hk : ((s.erase i)ᶜ).card + s.card = n + 1 := by
        rw [card_compl, Fintype.card_fin]
        omega
      have hk' : (((s.erase i)ᶜ).card : ℝ) + s.card = n + 1 := by exact_mod_cast hk
      simp only [raising]
      rw [sum_congr rfl hj, sum_const, nsmul_eq_mul]
      linear_combination g s.card * hk'
    simp only [spinSq, lowering, spinZ]
    rw [sum_congr rfl hr, sum_const, nsmul_eq_mul]
    ring
  exact ⟨key (fun k => if k + t.card = n then
      (-1) ^ k / (√((n : ℝ) + 1) * (n.choose k : ℝ)) else 0) s,
    key (fun k => if s.card + k = n then
      (-1) ^ s.card / (√((n : ℝ) + 1) * (n.choose s.card : ℝ)) else 0) t⟩

/-- If the terms of a sum over the spin strings of a fragment depend only on the number `k` of down
spins, the sum equals a sum over `k` from 0 to `n` with the factor C(n,k). -/
theorem sum_by_down_spins (f : ℕ → ℝ) :
    ∑ s : Finset (Fin n), f s.card = ∑ k ∈ range (n + 1), (n.choose k : ℝ) * f k := by
  rw [← powerset_univ, sum_powerset_apply_card f]
  simp only [card_univ, Fintype.card_fin, nsmul_eq_mul]

/-- For a given string of A, exactly C(n,k) strings of B bring the number of down spins to `n`,
where `k` is the number of down spins in A; each is counted here with the weight `w`. -/
theorem sum_partner_strings (s : Finset (Fin n)) (w : ℝ) :
    ∑ t : Finset (Fin n), (if s.card + t.card = n then w else 0) = n.choose s.card * w := by
  have e : ∑ t : Finset (Fin n), (if s.card + t.card = n then w else 0) =
      ∑ k ∈ range (n + 1), (n.choose k : ℝ) * (if s.card + k = n then w else 0) :=
    sum_by_down_spins (fun k => if s.card + k = n then w else 0)
  have hs : s.card ≤ n := (card_le_univ s).trans_eq (Fintype.card_fin n)
  have h1 : s.card + (n - s.card) = n := by omega
  rw [e, sum_eq_single (n - s.card)]
  · rw [if_pos h1, Nat.choose_symm hs]
  · intro k _ hk
    have h2 : ¬ s.card + k = n := by omega
    rw [if_neg h2, mul_zero]
  · intro h
    exact absurd (mem_range.mpr (by omega)) h

/-- A determinant with `k` down spins in A and `n - k` in B has weight 1/((n+1) C(n,k)²);
all others have weight zero. -/
theorem weight_eq (s t : Finset (Fin n)) :
    singletState n s t ^ 2 = if s.card + t.card = n then
      1 / (((n : ℝ) + 1) * (n.choose s.card : ℝ) ^ 2) else 0 := by
  have hsign : ((-1 : ℝ) ^ s.card) ^ 2 = 1 := by
    rw [← pow_mul, mul_comm, pow_mul]
    norm_num
  have hn : (0 : ℝ) ≤ (n : ℝ) + 1 := by positivity
  by_cases h : s.card + t.card = n
  · rw [singletState, if_pos h, if_pos h, div_pow, mul_pow, Real.sq_sqrt hn, hsign]
  · rw [singletState, if_neg h, if_neg h]
    norm_num

/-- Exactly C(2n,n) determinants have a nonzero amplitude. -/
theorem card_nonzero_determinants :
    (univ.filter (fun p : Finset (Fin n) × Finset (Fin n) =>
      singletState n p.1 p.2 ≠ 0)).card = (2 * n).choose n := by
  have hset : univ.filter (fun p : Finset (Fin n) × Finset (Fin n) =>
      singletState n p.1 p.2 ≠ 0) = univ.filter (fun p => p.1.card + p.2.card = n) := by
    refine filter_congr fun p _ => ⟨fun h => ?_, fun h => ?_⟩
    · by_contra h'
      exact h (by rw [singletState, if_neg h'])
    · have hc : (n.choose p.1.card : ℝ) ≠ 0 :=
        Nat.cast_ne_zero.mpr (Nat.choose_pos (by omega)).ne'
      have hr : √((n : ℝ) + 1) ≠ 0 := by positivity
      rw [singletState, if_pos h]
      exact div_ne_zero (pow_ne_zero _ (by norm_num)) (mul_ne_zero hr hc)
  -- Vandermonde's identity
  have v : (2 * n).choose n = ∑ k ∈ range (n + 1), n.choose k * n.choose k := by
    rw [two_mul, Nat.add_choose_eq]
    refine (Finset.Nat.sum_antidiagonal_eq_sum_range_succ
      (fun i j => n.choose i * n.choose j) n).trans (sum_congr rfl fun k hk => ?_)
    have hk' : k ≤ n := Nat.lt_succ_iff.mp (mem_range.mp hk)
    simp only [Nat.choose_symm hk']
  have e : ∑ s : Finset (Fin n), (n.choose s.card : ℝ) =
      ∑ k ∈ range (n + 1), (n.choose k : ℝ) * (n.choose k : ℝ) :=
    sum_by_down_spins (fun k => (n.choose k : ℝ))
  have hreal : ((univ.filter (fun p : Finset (Fin n) × Finset (Fin n) =>
      p.1.card + p.2.card = n)).card : ℝ) = ((2 * n).choose n : ℝ) := by
    rw [← sum_boole, Fintype.sum_prod_type]
    simp only [sum_partner_strings, mul_one]
    rw [e, v]
    push_cast
    rfl
  rw [hset]
  exact_mod_cast hreal

/-- The state is a normalised total singlet with C(2n,n) nonzero determinants. No determinant
weighs more than 1/(n+1), and the one with A all up and B all down has this weight. -/
theorem singlet_is_multireference (n : ℕ) :
    totalSpinSq (singletState n) = 0 ∧
    ∑ s, ∑ t, singletState n s t ^ 2 = 1 ∧
    (univ.filter (fun p : Finset (Fin n) × Finset (Fin n) =>
      singletState n p.1 p.2 ≠ 0)).card = (2 * n).choose n ∧
    (∀ s t, singletState n s t ^ 2 ≤ 1 / ((n : ℝ) + 1)) ∧
    singletState n ∅ univ ^ 2 = 1 / ((n : ℝ) + 1) := by
  have hn : (n : ℝ) + 1 ≠ 0 := by positivity
  refine ⟨?_, ?_, card_nonzero_determinants, fun s t => ?_, ?_⟩
  · funext s t
    simp only [totalSpinSq, totalRaising_singletState, totalSpinZ_singletState]
    simp [totalLowering, lowering, totalSpinZ, spinZ]
  · -- every k contributes the same share 1/(n+1) to the sum of the weights
    simp only [weight_eq, sum_partner_strings]
    have e : ∑ s : Finset (Fin n), (n.choose s.card : ℝ) *
        (1 / (((n : ℝ) + 1) * (n.choose s.card : ℝ) ^ 2)) =
        ∑ k ∈ range (n + 1), (n.choose k : ℝ) * ((n.choose k : ℝ) *
          (1 / (((n : ℝ) + 1) * (n.choose k : ℝ) ^ 2))) :=
      sum_by_down_spins (fun k => (n.choose k : ℝ) *
        (1 / (((n : ℝ) + 1) * (n.choose k : ℝ) ^ 2)))
    have hterm : ∀ k ∈ range (n + 1), (n.choose k : ℝ) * ((n.choose k : ℝ) *
        (1 / (((n : ℝ) + 1) * (n.choose k : ℝ) ^ 2))) = 1 / ((n : ℝ) + 1) := by
      intro k hk
      have hk' : k ≤ n := Nat.lt_succ_iff.mp (mem_range.mp hk)
      have hc : (n.choose k : ℝ) ≠ 0 := Nat.cast_ne_zero.mpr (Nat.choose_pos hk').ne'
      field_simp
    rw [e, sum_congr rfl hterm, sum_const, card_range, nsmul_eq_mul, Nat.cast_add, Nat.cast_one]
    exact mul_one_div_cancel hn
  · have hs : s.card ≤ n := (card_le_univ s).trans_eq (Fintype.card_fin n)
    have h1 : 1 ≤ n.choose s.card := Nat.choose_pos hs
    have h1' : (1 : ℝ) ≤ (n.choose s.card : ℝ) := by exact_mod_cast h1
    rw [weight_eq]
    split_ifs
    · exact one_div_le_one_div_of_le (by positivity)
        (le_mul_of_one_le_right (by positivity) (one_le_pow₀ h1'))
    · positivity
  · rw [weight_eq]
    simp

/-- The total weight of any finite selection `D` of determinants is at most |D|/(n+1). -/
theorem selected_weight_le (D : Finset (Finset (Fin n) × Finset (Fin n))) :
    ∑ p ∈ D, singletState n p.1 p.2 ^ 2 ≤ (D.card : ℝ) / ((n : ℝ) + 1) := by
  have h := sum_le_card_nsmul D (fun p => singletState n p.1 p.2 ^ 2) (1 / ((n : ℝ) + 1))
    (fun p _ => (singlet_is_multireference n).2.2.2.1 p.1 p.2)
  rwa [nsmul_eq_mul, mul_one_div] at h

end

end DissociationSinglet
```

```lean
#print axioms DissociationSinglet.fragments_high_spin
#print axioms DissociationSinglet.singlet_is_multireference
#print axioms DissociationSinglet.selected_weight_le
```

```
'DissociationSinglet.fragments_high_spin' depends on axioms: [propext, Classical.choice, Quot.sound]
'DissociationSinglet.singlet_is_multireference' depends on axioms: [propext, Classical.choice, Quot.sound]
'DissociationSinglet.selected_weight_le' depends on axioms: [propext, Classical.choice, Quot.sound]
```

## From the cancellation to the bound in Lean

In `totalRaising_singletState`, `hA` and `hB` show that all terms within each fragment's sum are equal, so that each sum becomes a count times an amplitude. The case split separates $|s|+|t|=n-1$ from the rest. In the first case `key` is the identity between neighbouring binomials, `hq` turns it into an equality of quotients, and `linear_combination` multiplies by the common prefactor. `totalSpinZ_singletState` makes a similar split on $|s|+|t|=n$.

In `fragments_high_spin`, the inner statement `key` treats an arbitrary `g`. Its step `hr` computes the raised amplitude after one down spin has been removed, and `ring` verifies the final polynomial identity. The theorem applies `key` once to A and once to B.

The counting rests on two lemmas. `sum_by_down_spins` takes a sum over strings whose terms depend only on the number $k$ of down spins and replaces it by a sum over $k$ with factor $\binom nk$, and `sum_partner_strings` does the sum over B for a fixed string of A. `weight_eq` squares the amplitude, which removes the sign and the root.

`card_nonzero_determinants` first identifies the nonzero amplitudes with the condition $|s|+|t|=n$. It then counts these pairs as a real sum of ones and compares the result with Vandermonde's identity, `v`.

In `singlet_is_multireference`, the first part substitutes the vanishing of $S_+\psi$ and $S_z\psi$ into $S^2$. For the norm, `hterm` is the equal share $1/(n+1)$ of each $k$. The upper bound uses `h1`, which states $\binom nk\ge1$, and the last part evaluates `weight_eq` at $k=0$. Finally, `selected_weight_le` adds the bound over `D` with `sum_le_card_nsmul`.
